# The density derivative of a uniform gas's energy per volume, in terms of the Wigner-Seitz radius

For a uniform gas of density n > 0, let r = (3/(4πn))^(1/3) be the Wigner-Seitz radius and ε(r) the energy per particle. The theorem says that the energy per volume, nε(r), has density derivative ε(r) − (r/3)d, where d is the derivative of ε at r. Here ε is any real function differentiable at that radius; no particular form of the energy is assumed. The proof differentiates 3/(4πn), gets the derivative −r/(3n) of the radius from the power rule, and finishes with the chain and product rules.

This version doesn't compile in Lean 4 with Mathlib:

```lean
import Mathlib

open Filter Topology

namespace HedinLundqvist

noncomputable section

/-- The Wigner-Seitz radius of a uniform gas of density `n > 0`. -/
def wignerSeitz (n : ℝ) : ℝ := (3 / (4 * Real.pi * n)) ^ (1 / 3 : ℝ)

/-- The density derivative of the energy per volume `n ε` is `ε - (r/3) ε'`, taken at the
Wigner-Seitz radius `r` of the density `n`. -/
theorem density_derivative {ε : ℝ → ℝ} {d n : ℝ} (hn : 0 < n)
    (hε : HasDerivAt ε d (wignerSeitz n)) :
    HasDerivAt (fun m => m * ε (wignerSeitz m))
      (ε (wignerSeitz n) - wignerSeitz n / 3 * d) n := by
  have hu0 : 3 / (4 * Real.pi * n) ≠ 0 := by positivity
  have hu : HasDerivAt (fun m : ℝ => 3 / (4 * Real.pi * m))
      (-(3 / (4 * Real.pi * n)) / n) n := by
    have h := (hasDerivAt_inv hn.ne').const_mul (3 / (4 * Real.pi))
    convert h using 1
    · funext m
      ring
    · ring
  have alg : ∀ u s : ℝ, u ≠ 0 → -u / n * (1 / 3) * (s / u) = -(s / (3 * n)) := by
    intro u s h
    field_simp
  -- the radius scales as the inverse cube root of the density
  have hr : HasDerivAt wignerSeitz (-(wignerSeitz n / (3 * n))) n := by
    refine (hu.rpow_const (p := 1 / 3) (Or.inl hu0)).congr_deriv ?_
    rw [Real.rpow_sub_one hu0]
    exact alg _ _ hu0
  have hc : n * (wignerSeitz n / (3 * n)) = wignerSeitz n / 3 := by field_simp
  refine ((hasDerivAt_id' n).fun_mul (hε.comp n hr)).congr_deriv ?_
  simp only [Function.comp_apply]
  linear_combination (-d) * hc

end

end HedinLundqvist
```

Compiling this gives:

```
Main.lean:23:6: error: Tactic `apply` failed: could not unify the conclusion of `@funext`
  ?f = ?g
with the goal
  Real.instAddCommGroup = Real.normedCommRing.toAddCommGroup

Note: The full type of `@funext` is
  ∀ {α : Sort ?u.102} {β : α → Sort ?u.101} {f g : (x : α) → β x}, (∀ (x : α), f x = g x) → f = g

case e'_4
ε : ℝ → ℝ
d n : ℝ
hn : 0 < n
hε : HasDerivAt ε d (wignerSeitz n)
hu0 : 3 / (4 * Real.pi * n) ≠ 0
h : HasDerivAt (fun y => 3 / (4 * Real.pi) * y⁻¹) (3 / (4 * Real.pi) * -(n ^ 2)⁻¹) n
⊢ Real.instAddCommGroup = Real.normedCommRing.toAddCommGroup
Main.lean:25:6: error: `ring_nf` made no progress on the goal
Main.lean:20:42: error: unsolved goals
case e'_8
ε : ℝ → ℝ
d n : ℝ
hn : 0 < n
hε : HasDerivAt ε d (wignerSeitz n)
hu0 : 3 / (4 * Real.pi * n) ≠ 0
h : HasDerivAt (fun y => 3 / (4 * Real.pi) * y⁻¹) (3 / (4 * Real.pi) * -(n ^ 2)⁻¹) n
⊢ (fun m => 3 / (4 * Real.pi * m)) = fun y => 3 / (4 * Real.pi) * y⁻¹

case e'_9
ε : ℝ → ℝ
d n : ℝ
hn : 0 < n
hε : HasDerivAt ε d (wignerSeitz n)
hu0 : 3 / (4 * Real.pi * n) ≠ 0
h : HasDerivAt (fun y => 3 / (4 * Real.pi) * y⁻¹) (3 / (4 * Real.pi) * -(n ^ 2)⁻¹) n
⊢ -(3 / (4 * Real.pi * n)) / n = 3 / (4 * Real.pi) * -(n ^ 2)⁻¹
```

Diagnosis. The failure is in `hu`, the derivative of 3/(4πm). `convert h using 1` was expected to leave two goals, equality of the functions and equality of the derivative values. It also produced an equality between two additive-group structures on ℝ, and this came first. So `funext m` was applied to an equality of instances, not of functions, and could not unify. The second bullet's `ring` also met a goal other than the intended two, which the message does not display, and made no progress. The two intended equalities were left over, as the "unsolved goals" error shows.

The repair does without `convert`. `hf` states the equality of functions outright, so `funext m` and `ring` work on the goal meant for them, and `rw [hf]` puts the goal's function in the form used by `h`. `h.congr_deriv` then asks only for equality of the derivative values, which `ring` proves; `exact` accepts the instances as definitionally equal, without a separate goal. The changed comment is mere tidying.

The change, after which it compiles:

```diff
@@ -20,12 +20,14 @@
       (-(3 / (4 * Real.pi * n)) / n) n := by
     have h := (hasDerivAt_inv hn.ne').const_mul (3 / (4 * Real.pi))
-    convert h using 1
-    · funext m
+    have hf : (fun m : ℝ => 3 / (4 * Real.pi * m))
+        = fun y : ℝ => 3 / (4 * Real.pi) * y⁻¹ := by
+      funext m
       ring
-    · ring
+    rw [hf]
+    exact h.congr_deriv (by ring)
   have alg : ∀ u s : ℝ, u ≠ 0 → -u / n * (1 / 3) * (s / u) = -(s / (3 * n)) := by
     intro u s h
     field_simp
-  -- the radius scales as the inverse cube root of the density
+  -- the derivative of the radius `r` with respect to the density is `-r / (3 n)`
   have hr : HasDerivAt wignerSeitz (-(wignerSeitz n / (3 * n))) n := by
     refine (hu.rpow_const (p := 1 / 3) (Or.inl hu0)).congr_deriv ?_
```
